# Equality in the position–momentum uncertainty relation for symmetric operators on a common invariant domain

A free particle is prepared in a real Gaussian wave packet, for which the product of the position and momentum uncertainties is $\hbar/2$. As the packet evolves, its momentum distribution stays fixed while its width in position grows, so the product rises above $\hbar/2$. The packet remains Gaussian throughout, which means that a Gaussian shape alone does not guarantee minimum uncertainty. What condition on the state does?

Let $X$ and $P$ be symmetric operators that map a common domain into itself and satisfy $XP-PX=i\hbar$ there, with $\hbar>0$, and let $v$ be a unit vector in that domain. Write $\langle X\rangle$ and $\langle P\rangle$ for the means in $v$, and $\Delta X=\|(X-\langle X\rangle)v\|$ and $\Delta P=\|(P-\langle P\rangle)v\|$ for the uncertainties. Then $\Delta X\,\Delta P\ge\hbar/2$, with equality exactly when

$$(P-\langle P\rangle)v=i s\,(X-\langle X\rangle)v\quad\text{for some real } s>0.$$

In units with $\hbar=1$ the bound is $1/2$.

## A canonical pair on an inner-product space

The states are vectors in a complex inner-product space $E$, which need not be complete. The inner product $\langle u,w\rangle$ is conjugate-linear in $u$ and linear in $w$.

In Lean 4 with Mathlib:

```lean
import Mathlib

open Complex

namespace MinimumUncertainty

noncomputable section

variable {E : Type*} [NormedAddCommGroup E] [InnerProductSpace ℂ E]
```

The operators satisfy $\langle Xu,w\rangle=\langle u,Xw\rangle$, the same relation for $P$, and $X(Pv)-P(Xv)=i\hbar v$ for every $v$.

```lean
/-- Two symmetric operators `X` and `P` with the canonical commutator `XP - PX = i hbar`. -/
structure CanonicalPair (hbar : ℝ) (X P : E →ₗ[ℂ] E) : Prop where
  symmX : X.IsSymmetric
  symmP : P.IsSymmetric
  comm : ∀ v, X (P v) - P (X v) = (I * (hbar : ℂ)) • v

/- Position and momentum on Schwartz functions form such a pair; that instance is not
constructed in this file. -/
```

`CanonicalPair hbar X P` collects these three assumptions. The commutation relation is postulated; it expresses that $P$ generates translations of $X$. The number `hbar` is an arbitrary real parameter here, and its positivity enters only as a hypothesis of the later theorems.

The type `E →ₗ[ℂ] E` makes both operators defined on all of $E$, with values in $E$. This is a real restriction. Taking the trace of the commutator shows that no nonzero finite-dimensional space carries such a pair when $\hbar>0$, so truncated oscillator matrices are not covered. A nonzero complete Hilbert space is excluded too, because symmetric operators defined everywhere on it are bounded, and bounded operators cannot satisfy the relation. The natural example for $E$ is the space of Schwartz functions with the $L^2$ inner product, $X$ being multiplication by the coordinate and $P=-i\hbar\,d/dx$. States outside such a common invariant domain would need a separate treatment.

## Means, deviations and uncertainties

The mean of an observable $A$ is the real part of $\langle v,Av\rangle$.

```lean
/-- The real part of `⟨v, A v⟩`. For a unit vector `v` and a symmetric `A` this is the mean value of
`A`. -/
def mean (A : E →ₗ[ℂ] E) (v : E) : ℝ := (inner ℂ v (A v)).re
```

For a real number $c$, the deviation vector is $(A-c)v=Av-cv$.

```lean
/-- The deviation vector `(A - c) v` of the observable `A` from the real number `c`. -/
def dev (A : E →ₗ[ℂ] E) (c : ℝ) (v : E) : E := A v - (c : ℂ) • v
```

The uncertainty is the length of this vector when $c$ is the mean. For a unit vector and symmetric $A$, its square is the variance of $A$.

```lean
/-- The norm of the deviation vector of `A` from the number `mean A v`. For a unit vector `v` and a
symmetric `A` this is the uncertainty of `A`. -/
def spread (A : E →ₗ[ℂ] E) (v : E) : ℝ := ‖dev A (mean A v) v‖
```

Thus `spread X v` is $\Delta X$ and `spread P v` is $\Delta P$. The definitions do not normalise $v$; the theorems about a canonical pair assume `‖v‖ = 1`.

Two elementary facts are needed. The first is $\langle a,a\rangle=\|a\|^2$, read as an equation between complex numbers.

```lean
/-- The inner product of a vector with itself is its squared norm. -/
lemma inner_self_real (a : E) : inner ℂ a a = ((‖a‖ ^ 2 : ℝ) : ℂ) := by
  rw [inner_self_eq_norm_sq_to_K]
  simp
```

The second is that taking the real part in the mean loses nothing when $A$ is symmetric. Indeed

$$\overline{\langle v,Av\rangle}=\langle Av,v\rangle=\langle v,Av\rangle,$$

so the expectation value is real.

```lean
/-- For a symmetric operator the number `⟨v, A v⟩` is real and equals `mean A v`. -/
lemma mean_eq {A : E →ₗ[ℂ] E} (hA : A.IsSymmetric) (v : E) :
    (mean A v : ℂ) = inner ℂ v (A v) := by
  have h := congrArg Complex.im (inner_conj_symm (𝕜 := ℂ) v (A v))
  have h' : inner ℂ (A v) v = inner ℂ v (A v) := hA v v
  rw [Complex.conj_im, h'] at h
  apply Complex.ext
  · rw [Complex.ofReal_re, mean]
  · rw [Complex.ofReal_im]
    linarith
```

The proof takes imaginary parts of the conjugation identity, which gives a number equal to its own negative.

## The commutator fixes an imaginary part

Let $x$ and $p$ be any real numbers, and set $a=(X-x)v$ and $b=(P-p)v$. Symmetry moves each operator across the inner product:

$$\langle Xv,Pv\rangle-\langle Pv,Xv\rangle=\langle v,(XP-PX)v\rangle=i\hbar.$$

The two terms on the left are complex conjugates, so the difference is $2i\,\mathrm{Im}\langle Xv,Pv\rangle$, and therefore $\mathrm{Im}\langle Xv,Pv\rangle=\hbar/2$. The shifts do not change this, because in

$$\langle a,b\rangle=\langle Xv,Pv\rangle-p\langle Xv,v\rangle-x\langle v,Pv\rangle+xp$$

the last three terms are real. Hence $\mathrm{Im}\langle a,b\rangle=\hbar/2$.

```lean
/-- The commutator fixes the imaginary part of the overlap of the two deviation vectors at `hbar /
2` for a unit vector `v`, whatever real numbers the deviations are measured from. -/
theorem im_inner_dev {hbar : ℝ} {X P : E →ₗ[ℂ] E} (h : CanonicalPair hbar X P)
    {v : E} (hv : ‖v‖ = 1) (x p : ℝ) :
    (inner ℂ (dev X x v) (dev P p v)).im = hbar / 2 := by
  have hvv : inner ℂ v v = (1 : ℂ) := by rw [inner_self_real, hv]; norm_num
  have hX : inner ℂ (X v) v = inner ℂ v (X v) := h.symmX v v
  -- the commutator as a difference of overlaps
  have h1 : inner ℂ (X v) (P v) - inner ℂ (P v) (X v) = I * (hbar : ℂ) := by
    have e1 : inner ℂ (X v) (P v) = inner ℂ v (X (P v)) := h.symmX v (P v)
    have e2 : inner ℂ (P v) (X v) = inner ℂ v (P (X v)) := h.symmP v (X v)
    rw [e1, e2, ← inner_sub_right, h.comm, inner_smul_right, hvv, mul_one]
  have h2 := congrArg Complex.im (inner_conj_symm (𝕜 := ℂ) (P v) (X v))
  rw [Complex.conj_im] at h2
  have h3 := congrArg Complex.im h1
  simp only [Complex.sub_im, Complex.mul_im, I_re, I_im, ofReal_re, ofReal_im] at h3
  -- the shifts by real numbers contribute only real terms
  simp only [dev, inner_sub_left, inner_sub_right, inner_smul_left, inner_smul_right,
    Complex.conj_ofReal, hvv, hX, ← mean_eq h.symmX, ← mean_eq h.symmP]
  simp only [Complex.sub_im, Complex.mul_im, ofReal_re, ofReal_im,
    Complex.one_im, Complex.one_re]
  linarith
```

In the proof, `h1` is the commutator written as a difference of overlaps, `h2` records that the two overlaps have opposite imaginary parts, and `h3` is the imaginary part of `h1`. The `simp only` calls then expand the shifted inner product, and `linarith` combines the results.

## The distance from the equality condition

For any vectors $a,b$ and any real $s$,

$$\|b-isa\|^2=\|b\|^2+s^2\|a\|^2-2\,\mathrm{Re}\langle b,isa\rangle.$$

The cross term is

$$\mathrm{Re}\bigl(is\langle b,a\rangle\bigr)=-s\,\mathrm{Im}\langle b,a\rangle=s\,\mathrm{Im}\langle a,b\rangle,$$

which gives

$$\|b-isa\|^2=\|b\|^2+s^2\|a\|^2-2s\,\mathrm{Im}\langle a,b\rangle.$$

```lean
/-- The squared distance between `b` and `i s a`, expressed through the two norms and the
imaginary part of the overlap. -/
theorem norm_sub_I_smul_sq (a b : E) (s : ℝ) :
    ‖b - (I * (s : ℂ)) • a‖ ^ 2
      = ‖b‖ ^ 2 + s ^ 2 * ‖a‖ ^ 2 - 2 * s * (inner ℂ a b).im := by
  have h2 := congrArg Complex.im (inner_conj_symm (𝕜 := ℂ) b a)
  rw [Complex.conj_im] at h2
  have e : RCLike.re ((I * (s : ℂ)) * inner ℂ b a) = s * (inner ℂ a b).im := by
    change ((I * (s : ℂ)) * inner ℂ b a).re = _
    simp only [Complex.mul_re, Complex.mul_im, I_re, I_im, ofReal_re, ofReal_im]
    linear_combination s * h2
  have n : ‖I * (s : ℂ)‖ ^ 2 = s ^ 2 := by
    rw [norm_mul, Complex.norm_I, one_mul, Complex.norm_real, Real.norm_eq_abs, sq_abs]
  rw [norm_sub_sq (𝕜 := ℂ), inner_smul_right, norm_smul, mul_pow, n, e]
  ring
```

The cross term is computed in `e`, and `n` supplies $|is|^2=s^2$. No operator appears in this identity, but its last term contains $\mathrm{Im}\langle a,b\rangle$, which the commutator fixes when $a$ and $b$ are the deviation vectors.

## Variances along the squeezed family

Suppose now that $b=isa$ for the deviations $a=(X-x)v$ and $b=(P-p)v$. Then $\langle a,b\rangle=is\|a\|^2$, and comparing imaginary parts gives

$$s\|a\|^2=\frac{\hbar}{2}.$$

The left side of the distance identity is zero, so $\|b\|^2=s\hbar-s^2\|a\|^2$. Inserting the value of $s\|a\|^2$ yields

$$\|b\|^2=\frac{s\hbar}{2}.$$

```lean
/-- For a canonical pair and a unit vector `v`, if `(P - p) v = i s (X - x) v`, then the squared
deviations satisfy `s ‖(X - x) v‖² = hbar / 2` and `‖(P - p) v‖² = s hbar / 2`. -/
theorem squeezed_variances {hbar : ℝ} {X P : E →ₗ[ℂ] E} (h : CanonicalPair hbar X P)
    {v : E} (hv : ‖v‖ = 1) {x p s : ℝ}
    (hs : dev P p v = (I * (s : ℂ)) • dev X x v) :
    s * ‖dev X x v‖ ^ 2 = hbar / 2 ∧ ‖dev P p v‖ ^ 2 = s * hbar / 2 := by
  have him := im_inner_dev h hv x p
  have h1 : s * ‖dev X x v‖ ^ 2 = hbar / 2 := by
    rw [hs, inner_smul_right, inner_self_real] at him
    simp only [Complex.mul_im, Complex.mul_re, I_re, I_im, ofReal_re, ofReal_im] at him
    linarith
  refine ⟨h1, ?_⟩
  have h2 := norm_sub_I_smul_sq (dev X x v) (dev P p v) s
  rw [him, sub_eq_zero.2 hs, norm_zero] at h2
  linear_combination -h2 - s * h1
```

The two parts of the conclusion are these two equations. For $\hbar>0$ the squared norms in them are the variances. Indeed, the first equation gives $s\ne0$, and the inner product of $v$ with the linear relation reads $\langle P\rangle-p=is(\langle X\rangle-x)$, where a real number equals an imaginary one, so $x=\langle X\rangle$ and $p=\langle P\rangle$. A larger $s$ means a narrower position distribution and a broader momentum distribution. The first equation also shows that, for $\hbar>0$, a real $s$ satisfying the linear relation is automatically positive.

## The bound and its equality case

From here on, $x=\langle X\rangle$ and $p=\langle P\rangle$, so that $\|a\|=\Delta X$ and $\|b\|=\Delta P$. The Cauchy–Schwarz inequality gives

$$\frac{\hbar}{2}=\mathrm{Im}\langle a,b\rangle\le|\langle a,b\rangle|\le\|a\|\,\|b\|.$$

Suppose that $\|a\|\,\|b\|=\hbar/2$. Since $\hbar>0$, neither norm vanishes, and $s=\|b\|/\|a\|$ is a positive real number. The distance identity becomes

$$\|b-isa\|^2=\|b\|^2+s^2\|a\|^2-2s\|a\|\,\|b\|=(\|b\|-s\|a\|)^2=0,$$

so $b=isa$. Conversely, if $b=isa$ with $s>0$, then $\|b\|=s\|a\|$ and $\|a\|\,\|b\|=s\|a\|^2=\hbar/2$.

```lean
/-- Heisenberg's uncertainty relation with its equality case: `ΔX ΔP ≥ hbar / 2` in every
unit vector `v`, with equality exactly when `(P - ⟨P⟩) v = i s (X - ⟨X⟩) v` for a real
`s > 0`. -/
theorem heisenberg_with_equality {hbar : ℝ} (hpos : 0 < hbar) {X P : E →ₗ[ℂ] E}
    (h : CanonicalPair hbar X P) {v : E} (hv : ‖v‖ = 1) :
    hbar / 2 ≤ spread X v * spread P v ∧
    (spread X v * spread P v = hbar / 2 ↔
      ∃ s : ℝ, 0 < s ∧ dev P (mean P v) v = (I * (s : ℂ)) • dev X (mean X v) v) := by
  have him := im_inner_dev h hv (mean X v) (mean P v)
  unfold spread
  constructor
  · -- Cauchy-Schwarz, keeping only the imaginary part of the overlap
    rw [← him]
    exact (le_abs_self _).trans ((Complex.abs_im_le_norm _).trans (norm_inner_le_norm _ _))
  · constructor
    · intro heq
      have ha : 0 < ‖dev X (mean X v) v‖ := by
        rcases (norm_nonneg (dev X (mean X v) v)).eq_or_lt with h0 | h0
        · rw [← h0, zero_mul] at heq
          linarith
        · exact h0
      have hb : 0 < ‖dev P (mean P v) v‖ := by
        rcases (norm_nonneg (dev P (mean P v) v)).eq_or_lt with h0 | h0
        · rw [← h0, mul_zero] at heq
          linarith
        · exact h0
      -- the ratio of the uncertainties is the squeezing parameter
      obtain ⟨s, hs, hsa⟩ : ∃ s : ℝ, 0 < s ∧
          s * ‖dev X (mean X v) v‖ = ‖dev P (mean P v) v‖ :=
        ⟨_, div_pos hb ha, div_mul_cancel₀ _ ha.ne'⟩
      have hz := norm_sub_I_smul_sq (dev X (mean X v) v) (dev P (mean P v) v) s
      rw [him, ← heq] at hz
      have h0 : ‖dev P (mean P v) v - (I * (s : ℂ)) • dev X (mean X v) v‖ ^ 2 = 0 := by
        rw [hz]
        linear_combination
          (s * ‖dev X (mean X v) v‖ - ‖dev P (mean P v) v‖) * hsa
      exact ⟨s, hs, sub_eq_zero.1 (norm_eq_zero.1 ((pow_eq_zero_iff two_ne_zero).1 h0))⟩
    · rintro ⟨s, hs, hd⟩
      have h1 := (squeezed_variances h hv hd).1
      have hn : ‖dev P (mean P v) v‖ = s * ‖dev X (mean X v) v‖ := by
        rw [hd, norm_smul, norm_mul, Complex.norm_I, one_mul, Complex.norm_real,
          Real.norm_eq_abs, abs_of_pos hs]
      rw [hn]
      linear_combination h1
```

The theorem states, for positive `hbar`, a canonical pair and a unit vector, both the lower bound and the equivalence. In the proof, `ha` and `hb` are the positivity of the two uncertainties, `hsa` is the defining property of $s$, and `hz` is the distance identity with $\hbar/2$ replaced by the product of the norms. The `linear_combination` in the proof of `h0` recognises the perfect square. The converse takes $s\|a\|^2=\hbar/2$ from `squeezed_variances`.

A common slip is to stop at the equality case of Cauchy–Schwarz, which says only that $b=\lambda a$ for some complex $\lambda$. Minimum uncertainty also requires the first inequality in the chain to be an equality, so $\langle a,b\rangle$ must have no real part and $\lambda$ must be purely imaginary. The spreading packet shows the difference. For $\psi(q)\propto e^{-(\alpha+i\beta)q^2/2}$ with real $\alpha>0$ and $\beta$, where $q$ is the position coordinate, one finds $P\psi=i\hbar(\alpha+i\beta)X\psi$. The deviations are parallel, yet

$$\Delta X\,\Delta P=\frac{\hbar}{2}\,\frac{\sqrt{\alpha^2+\beta^2}}{\alpha},$$

which exceeds $\hbar/2$ unless $\beta=0$.

## Minimum uncertainty as an eigenvalue equation

The equality condition is written in terms of the means. Moving them to one side gives

$$(P-isX)v=zv,\qquad z=\langle P\rangle-is\langle X\rangle.$$

Conversely, suppose that $(P-isX)v=zv$ for some $s>0$ and some complex $z$. Taking the inner product with $v$ on the left gives $z=\langle P\rangle-is\langle X\rangle$, because $v$ is a unit vector. Rearranging recovers the equality condition, so the eigenvalue carries both means and need not be prescribed.

```lean
/-- A unit vector has `ΔX ΔP = hbar / 2` exactly when it is an eigenvector of `P - i s X` for some
real `s > 0` and some complex eigenvalue `z`. -/
theorem minimum_iff_eigenvector {hbar : ℝ} (hpos : 0 < hbar) {X P : E →ₗ[ℂ] E}
    (h : CanonicalPair hbar X P) {v : E} (hv : ‖v‖ = 1) :
    spread X v * spread P v = hbar / 2 ↔
      ∃ s : ℝ, 0 < s ∧ ∃ z : ℂ, P v - (I * (s : ℂ)) • X v = z • v := by
  rw [(heisenberg_with_equality hpos h hv).2]
  constructor
  · rintro ⟨s, hs, hd⟩
    refine ⟨s, hs, (mean P v : ℂ) - I * (s : ℂ) * (mean X v : ℂ), ?_⟩
    unfold dev at hd
    linear_combination (norm := module) hd
  · rintro ⟨s, hs, z, hz⟩
    have hvv : inner ℂ v v = (1 : ℂ) := by rw [inner_self_real, hv]; norm_num
    -- projecting on `v` shows that the eigenvalue encodes both means
    have e : z = (mean P v : ℂ) - I * (s : ℂ) * (mean X v : ℂ) := by
      rw [mean_eq h.symmP, mean_eq h.symmX, ← inner_smul_right, ← inner_sub_right, hz,
        inner_smul_right, hvv, mul_one]
    refine ⟨s, hs, ?_⟩
    rw [e] at hz
    unfold dev
    linear_combination (norm := module) hz

end

end MinimumUncertainty
```

```lean
#print axioms MinimumUncertainty.heisenberg_with_equality
-- 'MinimumUncertainty.heisenberg_with_equality' depends on axioms: [propext, Classical.choice, Quot.sound]
#print axioms MinimumUncertainty.minimum_iff_eigenvector
-- 'MinimumUncertainty.minimum_iff_eigenvector' depends on axioms: [propext, Classical.choice, Quot.sound]
```

As in the preceding theorem, $X$ and $P$ form a canonical pair and $\hbar>0$. The proof first replaces the equality $\Delta X\,\Delta P=\hbar/2$ by the linear relation of that theorem. One direction supplies the eigenvalue explicitly; in the other, `e` is the projection onto $v$. The two `linear_combination (norm := module)` steps carry out the rearrangement of vectors.

For an oscillator of mass $m$ and angular frequency $\omega$, the choice $s=m\omega$ makes $P-isX$ a multiple of the annihilation operator, whose normalised eigenvectors are the coherent states. Other positive values of $s$ give squeezed states. For a particle on a line, with Schwartz functions as states, the eigenvalue equation is a first-order differential equation with solutions $\psi(q)\propto e^{-sq^2/(2\hbar)+izq/\hbar}$. These are the Gaussian packets without position–momentum correlation, which often serve as initial states in wave-packet simulations.

The same argument gives Robertson's inequality. If $A$ and $B$ are symmetric and $AB-BA=iC$, the imaginary part of the overlap of their deviations is $\langle C\rangle/2$, and hence $\Delta A\,\Delta B\ge|\langle C\rangle|/2$. For spin components this reads $\Delta S_x\,\Delta S_y\ge\hbar|\langle S_z\rangle|/2$, a relation that does hold in finite dimension, where the right-hand side depends on the state and may vanish.
